# Downward recursion for the Boys functions: a fixed starting error dies out as the starting order grows

**Q:** By the Boys function of order $n = 0, 1, 2, \dots$ I mean
$$F_n(x)=\int_0^1 t^{2n}\exp(-x t^2)\,dt ,$$
with no prefactor. In integrals over Gaussians, $x$ is an exponent times a squared distance, so $x\ge 0$. Does the file use the same function?

**A:** Yes. `boys n x` is that integral, with `n` a natural number and `x` any real number. Where the sign of $x$ matters, a theorem assumes $x\ge 0$ explicitly.

In Lean 4 with Mathlib:

```lean
import Mathlib

open Filter Topology

namespace BoysDownwardRecursion

noncomputable section

/-- The Boys function `F_n(x)`, the integral of `t^(2n) exp(-x t²)` over `[0, 1]`. -/
def boys (n : ℕ) (x : ℝ) : ℝ :=
  ∫ t in (0 : ℝ)..1, t ^ (2 * n) * Real.exp (-x * t ^ 2)
```

**Q:** And what exactly is "downward recursion"? I would start at a high order and work down to the one I want.

**A:** So does the definition. `downward x s m n` is the value at the target order $n$ after $m$ steps, starting from the value $s$ at order $n+m$. Call it $D_m(n)$, for fixed $x$ and $s$. Then $D_0(n)=s$ and
$$D_{m+1}(n)=\frac{2x\,D_m(n+1)+\exp(-x)}{2n+1}.$$
Counting steps from the target avoids subtracting natural numbers. The values are real numbers, so the only error at this stage is the one in $s$.

```lean
/-- Downward recursion: the value at order `n` reached after `m` steps from the
starting value `s` at order `n + m`. -/
def downward (x s : ℝ) : ℕ → ℕ → ℝ
  | 0, _ => s
  | m + 1, n => (2 * x * downward x s m (n + 1) + Real.exp (-x)) / (2 * (n : ℝ) + 1)
```

**Q:** That formula is only useful if the Boys functions satisfy it. Is this assumed?

**A:** It is derived from the integral. Differentiate a product whose derivative contains both integrands:
$$\frac{d}{dt}\left[t^{2n+1}\exp(-xt^2)\right]=(2n+1)\,t^{2n}\exp(-xt^2)-2x\,t^{2n+2}\exp(-xt^2).$$
Integrate from 0 to 1. The bracket vanishes at $t=0$ and equals $\exp(-x)$ at $t=1$, so
$$(2n+1)F_n(x)=2x\,F_{n+1}(x)+\exp(-x).$$
In the proof, `hd` is the derivative, obtained from the product and chain rules. `intervalIntegral.integral_eq_sub_of_hasDerivAt` is the fundamental theorem of calculus, and the next rewrite splits the integral into the two Boys functions. `h0` removes the boundary term at zero.

```lean
/-- The Boys functions obey `(2n+1) F_n = 2x F_(n+1) + exp(-x)`. -/
theorem boys_recursion (n : ℕ) (x : ℝ) :
    (2 * (n : ℝ) + 1) * boys n x = 2 * x * boys (n + 1) x + Real.exp (-x) := by
  -- the derivative of `t^(2n+1) exp(-x t²)` contains both integrands
  have hd : ∀ t ∈ Set.uIcc (0 : ℝ) 1,
      HasDerivAt (fun t : ℝ => t ^ (2 * n + 1) * Real.exp (-x * t ^ 2))
        ((2 * (n : ℝ) + 1) * (t ^ (2 * n) * Real.exp (-x * t ^ 2))
          - 2 * x * (t ^ (2 * (n + 1)) * Real.exp (-x * t ^ 2))) t := by
    intro t _
    have h1 := hasDerivAt_pow (2 * n + 1) t
    have h2 : HasDerivAt (fun t : ℝ => -x * t ^ 2) (-x * (2 * t)) t := by
      refine ((hasDerivAt_pow 2 t).const_mul (-x)).congr_deriv ?_
      norm_num
    refine (h1.fun_mul h2.exp).congr_deriv ?_
    rw [Nat.add_sub_cancel]
    push_cast
    ring
  have h := intervalIntegral.integral_eq_sub_of_hasDerivAt hd
    (Continuous.intervalIntegrable (by fun_prop) _ _)
  rw [intervalIntegral.integral_sub
    (Continuous.intervalIntegrable (by fun_prop) _ _)
    (Continuous.intervalIntegrable (by fun_prop) _ _),
    intervalIntegral.integral_const_mul, intervalIntegral.integral_const_mul] at h
  -- only the boundary term at `t = 1` survives
  have h0 : (0 : ℝ) ^ (2 * n + 1) = 0 := by simp
  simp only [one_pow, one_mul, mul_one, h0, zero_mul, sub_zero] at h
  unfold boys
  linarith
```

Dividing by $2n+1$, which is never zero, gives the downward step.

```lean
/-- The recursion solved for the lower order: `F_n = (2x F_(n+1) + exp(-x)) / (2n+1)`. -/
theorem boys_downward_step (n : ℕ) (x : ℝ) :
    boys n x = (2 * x * boys (n + 1) x + Real.exp (-x)) / (2 * (n : ℝ) + 1) := by
  have hpos : (2 * (n : ℝ) + 1) ≠ 0 := by positivity
  rw [eq_div_iff hpos]
  linarith [boys_recursion n x]
```

**Q:** Now put an error $e$ on the starting value. What reaches order $n$?

**A:** The term $\exp(-x)$ is the same in the true and the perturbed recursion, so it cancels in the difference. A step from order $j+1$ to order $j$ therefore multiplies the error by $2x/(2j+1)$. The steps from $n+m$ to $n$ arrive at the orders $j=n+k$ with $0\le k<m$, and the error at order $n$ is
$$e\,P_m,\qquad P_m=\prod_{k=0}^{m-1}\frac{2x}{2(n+k)+1}.$$
This is an equality, not an estimate. For $m=0$ the product is empty and the error is $e$.

The proof is an induction on $m$ that holds for all $n$ at once, because the last step needs the result at $n+1$. `Finset.prod_range_succ'` splits off the factor with $k=0$, which belongs to that last step, and `hprod` relabels the others. The closing `linear_combination` multiplies the earlier error by $2x/(2n+1)$.

```lean
/-- A starting error `e` at order `n + m` reaches order `n` multiplied by the product of
`2x / (2(n+k)+1)` over `k < m`. -/
theorem downward_error (x e : ℝ) (m n : ℕ) :
    downward x (boys (n + m) x + e) m n - boys n x
      = e * ∏ k ∈ Finset.range m, 2 * x / (2 * ((n : ℝ) + (k : ℝ)) + 1) := by
  induction m generalizing n with
  | zero => simp [downward]
  | succ m ih =>
    have h := ih (n + 1)
    have hidx : n + (m + 1) = n + 1 + m := by omega
    have hprod : ∏ k ∈ Finset.range m, 2 * x / (2 * ((n : ℝ) + ((k + 1 : ℕ) : ℝ)) + 1)
        = ∏ k ∈ Finset.range m, 2 * x / (2 * (((n + 1 : ℕ) : ℝ) + (k : ℝ)) + 1) :=
      Finset.prod_congr rfl (fun k _ => by push_cast; ring)
    rw [hidx, Finset.prod_range_succ', hprod, boys_downward_step n x]
    simp only [downward, Nat.cast_zero, add_zero]
    -- the last step multiplies the error at order `n + 1` by `2x / (2n+1)`
    linear_combination (2 * x / (2 * (n : ℝ) + 1)) * h
```

**Q:** For large $x$ the first few of those factors are well above one. Why should the product be small?

**A:** Because the denominators keep growing. Since $2(n+k)+1\ge k+1$,
$$|P_m|\le\prod_{k=0}^{m-1}\frac{|2x|}{k+1}=\frac{|2x|^m}{m!}.$$
The bound is crude, but the factorial wins for every $x$. In the proof, `hstep` is the estimate for a single factor, and induction multiplies these estimates together.

```lean
/-- The error factor of `m` downward steps is at most `|2x|^m / m!` in absolute value. -/
theorem amplification_le (x : ℝ) (n m : ℕ) :
    |∏ k ∈ Finset.range m, 2 * x / (2 * ((n : ℝ) + (k : ℝ)) + 1)|
      ≤ |2 * x| ^ m / (m.factorial : ℝ) := by
  induction m with
  | zero => simp
  | succ m ih =>
    have hpos : 0 < 2 * ((n : ℝ) + (m : ℝ)) + 1 := by positivity
    have hn : (0 : ℝ) ≤ n := Nat.cast_nonneg n
    have hm : (0 : ℝ) ≤ m := Nat.cast_nonneg m
    have hstep : |2 * x / (2 * ((n : ℝ) + (m : ℝ)) + 1)| ≤ |2 * x| / ((m : ℝ) + 1) := by
      rw [abs_div, abs_of_pos hpos]
      exact div_le_div_of_nonneg_left (abs_nonneg _) (by positivity) (by linarith)
    rw [Finset.prod_range_succ, abs_mul]
    refine (mul_le_mul ih hstep (abs_nonneg _) (by positivity)).trans_eq ?_
    rw [Nat.factorial_succ, div_mul_div_comm]
    push_cast
    ring
```

**Q:** In a real calculation the starting error depends on where I start. A theorem for one constant $e$ would miss that.

**A:** The main theorem allows a different error $e_m$ for each number of steps. Its hypothesis `he` says $|e_m|\le C r^m$ for some constants $C$ and $r$, so the starting guess may even get worse geometrically as the starting order rises. Then
$$|e_m P_m|\le C\,\frac{(r\,|2x|)^m}{m!}\longrightarrow 0\qquad(m\to\infty),$$
since the right-hand side is $C$ times a term of a convergent exponential series. The proof takes that series from `Real.summable_pow_div_factorial` and finishes with the squeeze `squeeze_zero_norm`.

Some limit on the growth of $e_m$ is needed when $x\neq 0$: with $e_m=1/P_m$ the error at order $n$ would be 1 for every $m$.

```lean
/-- Stability of downward recursion: if the starting error at order `n + m` is at most
`C r^m`, the error at the fixed order `n` tends to zero as `m` grows. -/
theorem downward_stable (x C r : ℝ) (n : ℕ) (e : ℕ → ℝ) (he : ∀ m, |e m| ≤ C * r ^ m) :
    Tendsto (fun m => downward x (boys (n + m) x + e m) m n - boys n x) atTop (𝓝 0) := by
  -- the factorial outgrows every geometric sequence
  have hs := (Real.summable_pow_div_factorial (r * |2 * x|)).tendsto_atTop_zero.const_mul C
  rw [mul_zero] at hs
  refine squeeze_zero_norm (fun m => ?_) hs
  rw [downward_error, Real.norm_eq_abs, abs_mul]
  calc |e m| * |∏ k ∈ Finset.range m, 2 * x / (2 * ((n : ℝ) + (k : ℝ)) + 1)|
      ≤ (C * r ^ m) * (|2 * x| ^ m / (m.factorial : ℝ)) :=
        mul_le_mul (he m) (amplification_le x n m) (abs_nonneg _)
          ((abs_nonneg _).trans (he m))
    _ = C * ((r * |2 * x|) ^ m / (m.factorial : ℝ)) := by
        rw [mul_pow]
        ring
```

**Q:** Suppose I know nothing about $F_{n+m}(x)$ and simply start from zero.

**A:** Then $e_m=-F_{n+m}(x)$. For $x\ge 0$ the integrand lies between 0 and 1, hence so does $F_{n+m}(x)$, and the hypothesis holds with $C=r=1$; this short estimate is mine and does not appear in the file. The case of a constant error $e$ is stated separately, with $C=|e|$ and $r=1$, as convergence of the computed values to $F_n(x)$.

```lean
/-- With the same starting error `e` at every starting order, the downward values at order
`n` converge to `F_n(x)` as the starting order grows. -/
theorem downward_tendsto_boys (x e : ℝ) (n : ℕ) :
    Tendsto (fun m => downward x (boys (n + m) x + e) m n) atTop (𝓝 (boys n x)) := by
  have h := (downward_stable x |e| 1 n (fun _ => e) (fun m => by simp)).add_const (boys n x)
  simpa only [sub_add_cancel, zero_add] using h
```

**Q:** "Tends to zero" still allows the error to grow along the way.

**A:** It does, and the file says where. For $x\ge 0$ and $e\ne 0$, one step from order $n+1$ to order $n$ turns $|e|$ into $|e|\,2x/(2n+1)$, which is smaller than $|e|$ exactly when $2x<2n+1$. Take $x=10$. Steps that arrive at order 10 or higher shrink the error, and steps that arrive at order 9 or lower enlarge it. By the product formula, an error present at order 10 reaches order 0 multiplied by $20^{10}/(1\cdot3\cdots19)$, about $1.6\times10^4$. The limit is still zero, because starting higher adds more damping steps before this fixed amplification. All of this concerns the absolute error. The relative error shrinks at every step when $x\ge0$: the recursion gives $F_n(x)>2x\,F_{n+1}(x)/(2n+1)$, so the function itself grows by a larger factor than the error. This remark is not a theorem of the file.

The condition $x\ge0$ matters here: for negative $x$ the inequality $2x<2n+1$ always holds, yet $|2x|/(2n+1)$ can exceed one. The proof sets $m=1$ in the error formula and compares the single factor with one.

```lean
/-- For `x ≥ 0`, one downward step from order `n + 1` to order `n` shrinks a nonzero error
exactly when `2x < 2n + 1`. -/
theorem step_contracts_iff (x e : ℝ) (hx : 0 ≤ x) (he : e ≠ 0) (n : ℕ) :
    |downward x (boys (n + 1) x + e) 1 n - boys n x| < |e| ↔ 2 * x < 2 * (n : ℝ) + 1 := by
  have hpos : 0 < 2 * (n : ℝ) + 1 := by positivity
  have h0 : 0 ≤ 2 * x / (2 * (n : ℝ) + 1) := by positivity
  have hepos : 0 < |e| := abs_pos.2 he
  rw [downward_error, Finset.prod_range_one, Nat.cast_zero, add_zero, abs_mul,
    abs_of_nonneg h0, ← div_lt_one hpos]
  constructor
  · intro h
    by_contra hc
    have hc' := not_lt.1 hc
    nlinarith
  · intro h
    nlinarith
```

**Q:** My computer also rounds at every step. So far you have disturbed only the first value.

**A:** The last theorem treats rounding. Let $y_k$ be the stored value at order $k$. The hypothesis `hy` says that each step misses the recursion by at most $\varepsilon$:
$$\left|\,y_k-\frac{2x\,y_{k+1}+\exp(-x)}{2k+1}\right|\le\varepsilon\qquad(n\le k<n+m).$$
Here $\varepsilon$ stands for everything that goes wrong in one step, including an inexact $\exp(-x)$. It is an absolute bound and is assumed; no floating-point format is modelled, so a relative machine precision has to be converted first.

Assume also $x\ge0$ and $2x\le q(2n+1)$ with $q<1$. These force $q\ge0$, so the same inequality holds at all higher orders. Write $E_k=y_k-F_k(x)$. The new error is the fresh rounding error plus the damped old one, so $|E_n|\le\varepsilon+q\,|E_{n+1}|$. Repeating this $m$ times gives
$$|E_n|\le q^m|E_{n+m}|+\varepsilon(1+q+\dots+q^{m-1})\le q^m|E_{n+m}|+\frac{\varepsilon}{1-q}.$$
In the proof, `hE` is the split into fresh and old error. Instead of summing the geometric series, the induction carries $B=\varepsilon/(1-q)$ along, using $\varepsilon+qB=B$; `hD` supplies that identity.

```lean
/-- Let `x ≥ 0`, `q < 1` and `2x ≤ q(2n+1)`. If each of `m` downward steps is rounded by at
most `ε ≥ 0`, the error at order `n` is at most `q^m` times the starting error plus
`ε / (1 - q)`. -/
theorem rounded_downward_error (x q ε : ℝ) (hx : 0 ≤ x) (hq : q < 1) (hε : 0 ≤ ε)
    (y : ℕ → ℝ) (m n : ℕ) (hn : 2 * x ≤ q * (2 * (n : ℝ) + 1))
    (hy : ∀ k, n ≤ k → k < n + m →
      |y k - (2 * x * y (k + 1) + Real.exp (-x)) / (2 * (k : ℝ) + 1)| ≤ ε) :
    |y n - boys n x| ≤ q ^ m * |y (n + m) - boys (n + m) x| + ε / (1 - q) := by
  induction m generalizing n with
  | zero =>
    have h : 0 ≤ ε / (1 - q) := div_nonneg hε (by linarith)
    rw [pow_zero, one_mul, add_zero]
    linarith
  | succ m ih =>
    have hpos : 0 < 2 * (n : ℝ) + 1 := by positivity
    have h0 : 0 ≤ 2 * x / (2 * (n : ℝ) + 1) := by positivity
    have hc : 2 * x / (2 * (n : ℝ) + 1) ≤ q := (div_le_iff₀ hpos).2 hn
    have hq0 : 0 ≤ q := h0.trans hc
    have h := ih (n + 1) (by push_cast; linarith)
      (fun k h1 h2 => hy k (by omega) (by omega))
    have hloc := hy n le_rfl (by omega)
    -- new error = fresh rounding error + damped old error
    have hE : y n - boys n x
        = (y n - (2 * x * y (n + 1) + Real.exp (-x)) / (2 * (n : ℝ) + 1))
          + 2 * x / (2 * (n : ℝ) + 1) * (y (n + 1) - boys (n + 1) x) := by
      rw [boys_downward_step n x]
      ring
    have hD : ε / (1 - q) * (1 - q) = ε := div_mul_cancel₀ ε (by linarith)
    have hidx : n + (m + 1) = n + 1 + m := by omega
    rw [hidx, hE]
    refine (abs_add_le _ _).trans ?_
    rw [abs_mul, abs_of_nonneg h0]
    refine (add_le_add hloc (mul_le_mul hc h (abs_nonneg _) hq0)).trans_eq ?_
    linear_combination (-1 : ℝ) * hD

end

end BoysDownwardRecursion
```

```lean
#print axioms BoysDownwardRecursion.downward_tendsto_boys
#print axioms BoysDownwardRecursion.step_contracts_iff
#print axioms BoysDownwardRecursion.rounded_downward_error
```

```
'BoysDownwardRecursion.downward_tendsto_boys' depends on axioms: [propext, Classical.choice, Quot.sound]
'BoysDownwardRecursion.step_contracts_iff' depends on axioms: [propext, Classical.choice, Quot.sound]
'BoysDownwardRecursion.rounded_downward_error' depends on axioms: [propext, Classical.choice, Quot.sound]
```

**Q:** Then at $x=10$ this rounding bound does not take me down to order 0.

**A:** Correct. It needs $2x<2n+1$ at the target, so there it stops at order 10. The limit theorem does reach order 0, but it has no rounding in it.

**Q:** And upward recursion from $F_0$?

**A:** The file makes no statement about it. For a Gaussian-basis integral code, the results support filling a table of Boys functions from the top order down, with rounding controlled only at orders where $2x<2n+1$ and only through an assumed absolute error per step.
